# One electron on identical non-interacting fragments: a strictly convex fragment energy favours even sharing

## Occupations and energies

Take M identical fragments, with M ≥ 1, labelled by an index i. One electron is distributed over them, and fragment i holds the fraction q_i. A sharing is a set of occupations with

q_i ≥ 0 for every i, and ∑ q_i = 1.

Let E(x) be the energy of one fragment that holds the fraction x of the electron, for x between 0 and 1. Thus E(0) is the energy of the fragment without this electron, and E(1) its energy with it. The fragments do not interact, so the total energy is

E_tot(q) = ∑ E(q_i).

Two kinds of sharing serve as references. In the even sharing every q_i equals 1/M. In the sharing localised on fragment k, q_k = 1 and all other occupations vanish.

The function E is convex on [0,1] if its graph never rises above a chord:

E((1−t)x + ty) ≤ (1−t)E(x) + tE(y) for x, y in [0,1] and 0 ≤ t ≤ 1.

It is strictly convex if the inequality is strict whenever x ≠ y and 0 < t < 1. For concave and strictly concave functions the inequalities are reversed.

## Curvature between integer electron numbers

Stretched H₂⁺ is the simplest example: two distant protons share one electron, so M = 2. With the exact functional, E is a straight line between x = 0 and x = 1, and half an electron on each proton costs the same as a whole electron on one of them. Common semilocal density functionals typically give a curve that sags below the line. Hartree–Fock is exact for this one-electron system and gives the straight line; for fragments that hold further electrons it typically gives a curve that bulges above the line.

For identical, non-interacting fragments, the results below turn strict convexity or strict concavity of E on the whole interval [0,1] into a preference for spread-out or localised charge, respectively. Convexity asks for more than a sag below the line. In the local density approximation, the exchange energy of a density of fixed shape is proportional to −x^(4/3), which makes the curve for a bare proton concave near x = 0. For stretched H₂⁺ the sag at x = 1/2 still puts the half-and-half sharing below the localised one, but the theorems for convex E do not cover this curve. Delocalisation error is the tendency of approximate functionals to give spread-out charge too low an energy. In real, interacting systems it can also make the charge spread too far; the model here keeps only the energetic preference, in the limit of separated fragments.

## What the theorems say

The fragments are the elements of a finite type `ι`, M is `Fintype.card ι`, and a distribution of the electron is a function `q : ι → ℝ`. The predicate `IsSharing q` contains the two constraints, and `totalEnergy E q` is the sum over fragments. The references are `evenSharing ι` and `localSharing k`. The energy is a function `E : ℝ → ℝ`, but the convexity and concavity hypotheses concern only the interval `Set.Icc 0 1`. Neither continuity nor differentiability is assumed.

The main theorem, `even_unique_minimiser`, takes at least one fragment and a strictly convex E. It states that the even sharing satisfies the constraints and that every other sharing has strictly higher total energy. For M = 1 there is no other sharing. If E is only convex, `even_le` still says that no sharing lies below the even one.

`even_stability` is quantitative. It assumes that E(x) − (c/2)x² is convex for a real constant c, and concludes that

E_tot(q) ≥ M E(1/M) + (c/2) ∑ (q_i − 1/M)².

The constant c is a lower bound on the curvature of the fragment energy with respect to fractional charge; for a twice differentiable E it means E″ ≥ c. With a positive c, the fragment energy at x lies below the straight line from E(0) to E(1) by at least (c/2)x(1−x). `parabola_excess` shows that a parabola turns the bound into an equality.

`straight_line_energy` assumes that the fragment energies at the occupations present lie on the line from E(0) to E(1), and gives a total that does not depend on the sharing. Finally, `local_lt_of_strictConcave` treats a strictly concave E: an electron localised on any fragment `k` has strictly lower energy than every sharing that is not localised. The hypothesis `hloc` excludes localisation on every fragment, because all localised sharings have the same energy.

The shape of E is assumed and not derived from a density functional. Coulomb interaction between fragments, tunnelling, unequal fragments and more than one shared electron are absent from the model.

## Even sharing from Jensen's inequality

Every occupation lies in [0,1], since the others are nonnegative and all of them sum to one. Jensen's inequality with equal weights 1/M therefore applies:

E(1/M) = E(∑ (1/M) q_i) ≤ (1/M) ∑ E(q_i).

Multiplication by M gives

M E(1/M) ≤ ∑ E(q_i).

Now let E be strictly convex and let q differ from the even sharing. Then two occupations differ, say q_j ≠ q_l, because equal occupations would all be 1/M. Replace both by their mean m = (q_j + q_l)/2. The result is again a sharing, and strict convexity gives

2E(m) < E(q_j) + E(q_l).

The new sharing has strictly lower energy than q and, by the first inequality, is not below the even one. Hence q lies strictly above the even sharing.

## The energy cost of uneven occupations

Expanding the squared deviations and using ∑ q_i = 1 gives

∑ (q_i − 1/M)² = ∑ q_i² − 2/M + M(1/M)² = ∑ q_i² − 1/M.

Set G(x) = E(x) − (c/2)x² and suppose that G is convex. The minimality result for G reads

M E(1/M) − (c/2)(1/M) ≤ ∑ E(q_i) − (c/2) ∑ q_i².

Moving the quadratic terms to one side gives the stability bound. For a localised electron the squared deviations sum to 1 − 1/M, so the even sharing lies lower by at least (c/2)(1 − 1/M). With two fragments this is c/4.

For the parabola E(x) = a + bx + (c/2)x², the total energy is

E_tot(q) = Ma + b + (c/2) ∑ q_i².

For the even sharing the last sum is 1/M. The difference is exactly c/2 times the sum of squared deviations.

## Straight lines and concave energies

If E(q_i) = E(0) + q_i(E(1) − E(0)) for every i, summation gives

E_tot(q) = M E(0) + E(1) − E(0).

A localised electron always has this energy, since its occupations are only 0 and 1, where E meets the line by definition.

For strictly concave E and 0 < x < 1,

E(x) > E(0) + x(E(1) − E(0)).

Suppose that a sharing has no fractional occupation. Some q_j is positive, because the sum is one, so q_j = 1 and all other occupations vanish: the electron is localised on j. A sharing that is not localised must therefore contain a fractional occupation. That fragment lies strictly above the line and no other fragment lies below it. The total thus exceeds the straight-line value, which is the energy of the electron localised on k.

## The Lean file

```lean
import Mathlib

open Finset

namespace DelocalisationError

noncomputable section

variable {ι : Type*} [Fintype ι]

/-- One electron shared among the fragments: the occupations are nonnegative and sum to one. -/
def IsSharing (q : ι → ℝ) : Prop := (∀ i, 0 ≤ q i) ∧ ∑ i, q i = 1

/-- Total energy of identical, non-interacting fragments with occupations `q i`, where `E x` is
the energy of one fragment that holds the fraction `x` of an electron. -/
def totalEnergy (E : ℝ → ℝ) (q : ι → ℝ) : ℝ := ∑ i, E (q i)

/-- The even sharing: each of the `M` fragments holds `1 / M` of the electron, for `M ≥ 1`. -/
def evenSharing (ι : Type*) [Fintype ι] : ι → ℝ := fun _ => 1 / (Fintype.card ι : ℝ)

/-- The localised sharing: fragment `k` holds the whole electron. -/
def localSharing [DecidableEq ι] (k : ι) : ι → ℝ := fun i => if i = k then 1 else 0

/-- In a sharing of one electron every occupation lies between zero and one. -/
theorem IsSharing.mem_Icc {q : ι → ℝ} (hq : IsSharing q) (i : ι) : q i ∈ Set.Icc (0 : ℝ) 1 := by
  refine ⟨hq.1 i, ?_⟩
  have h := Finset.single_le_sum (fun j _ => hq.1 j) (Finset.mem_univ i)
  linarith [hq.2]

/-- An electron can only be shared if there is at least one fragment. -/
theorem IsSharing.card_pos {q : ι → ℝ} (hq : IsSharing q) : (0 : ℝ) < Fintype.card ι := by
  rcases isEmpty_or_nonempty ι with h | h
  · have h1 := hq.2
    simp at h1
  · exact_mod_cast Fintype.card_pos

/-- For a fragment energy convex on `[0,1]`, no sharing of the electron has a lower total energy
than the even one. -/
theorem even_le {E : ℝ → ℝ} (hE : ConvexOn ℝ (Set.Icc 0 1) E) {q : ι → ℝ} (hq : IsSharing q) :
    totalEnergy E (evenSharing ι) ≤ totalEnergy E q := by
  have hM := hq.card_pos
  -- Jensen's inequality with equal weights
  have h := hE.map_sum_le (t := Finset.univ) (w := fun _ => 1 / (Fintype.card ι : ℝ)) (p := q)
    (fun _ _ => by positivity)
    (by simp only [sum_const, card_univ, nsmul_eq_mul]; exact mul_one_div_cancel hM.ne')
    (fun i _ => hq.mem_Icc i)
  simp only [smul_eq_mul, ← mul_sum, hq.2, mul_one] at h
  have h2 := mul_le_mul_of_nonneg_left h hM.le
  rw [← mul_assoc, mul_one_div_cancel hM.ne', one_mul] at h2
  simpa only [totalEnergy, evenSharing, sum_const, card_univ, nsmul_eq_mul] using h2

/-- For a fragment energy strictly convex on `[0,1]`, the even sharing over one or more fragments
has strictly lower total energy than every other sharing of the electron. -/
theorem even_unique_minimiser [Nonempty ι] {E : ℝ → ℝ}
    (hE : StrictConvexOn ℝ (Set.Icc 0 1) E) :
    IsSharing (evenSharing ι) ∧ ∀ q : ι → ℝ, IsSharing q → q ≠ evenSharing ι →
      totalEnergy E (evenSharing ι) < totalEnergy E q := by
  have hM : (0 : ℝ) < Fintype.card ι := by exact_mod_cast Fintype.card_pos
  have hw : ∑ _i : ι, 1 / (Fintype.card ι : ℝ) = 1 := by
    simp only [sum_const, card_univ, nsmul_eq_mul]
    exact mul_one_div_cancel hM.ne'
  refine ⟨⟨fun _ => by unfold evenSharing; positivity, hw⟩, fun q hq hne => ?_⟩
  refine lt_of_le_of_ne (even_le hE.convexOn hq) (fun heq => hne ?_)
  simp only [totalEnergy, evenSharing, sum_const, card_univ, nsmul_eq_mul] at heq
  -- the equality case of Jensen's inequality forces equal occupations
  have h := (hE.map_sum_eq_iff (t := Finset.univ) (w := fun _ => 1 / (Fintype.card ι : ℝ))
    (p := q) (fun _ _ => by positivity) hw (fun i _ => hq.mem_Icc i)).1 (by
      simp only [smul_eq_mul, ← mul_sum, hq.2, mul_one]
      rw [← heq, ← mul_assoc, one_div_mul_cancel hM.ne', one_mul])
  funext j
  have hj := h j (Finset.mem_univ j)
  simp only [smul_eq_mul, ← mul_sum, hq.2, mul_one] at hj
  exact hj

/-- For a sharing of one electron, the squared deviations of the occupations from `1 / M` sum to the
sum of the squared occupations minus its value `M (1 / M)²` for the even sharing. -/
theorem sum_sq_deviation {q : ι → ℝ} (hq : IsSharing q) :
    ∑ i, (q i - evenSharing ι i) ^ 2
      = ∑ i, q i ^ 2 - Fintype.card ι * (1 / (Fintype.card ι : ℝ)) ^ 2 := by
  have hu := mul_one_div_cancel hq.card_pos.ne'
  unfold evenSharing
  generalize 1 / (Fintype.card ι : ℝ) = u at hu ⊢
  have h : ∀ i, (q i - u) ^ 2 = q i ^ 2 - (2 * u) * q i + u ^ 2 := fun i => by ring
  simp only [h, sum_add_distrib, sum_sub_distrib, ← mul_sum, hq.2, sum_const, card_univ,
    nsmul_eq_mul]
  linear_combination (2 * u) * hu

/-- If `E x - (c/2) x²` is convex on `[0,1]`, a sharing lies above the even one in energy by at
least `c/2` times the sum of the squared deviations of its occupations from `1 / M`. -/
theorem even_stability {E : ℝ → ℝ} {c : ℝ}
    (hE : ConvexOn ℝ (Set.Icc 0 1) (fun x => E x - c / 2 * x ^ 2))
    {q : ι → ℝ} (hq : IsSharing q) :
    totalEnergy E (evenSharing ι) + c / 2 * ∑ i, (q i - evenSharing ι i) ^ 2
      ≤ totalEnergy E q := by
  have h := even_le hE hq
  rw [sum_sq_deviation hq]
  simp only [totalEnergy, evenSharing, sum_sub_distrib, ← mul_sum, sum_const, card_univ,
    nsmul_eq_mul] at h ⊢
  linarith

/-- For a parabolic fragment energy `a + b x + (c/2) x²`, the energy of a sharing relative to the
even one is exactly `c/2` times the sum of the squared deviations from `1 / M`. -/
theorem parabola_excess (a b c : ℝ) {q : ι → ℝ} (hq : IsSharing q) :
    totalEnergy (fun x => a + b * x + c / 2 * x ^ 2) q
      = totalEnergy (fun x => a + b * x + c / 2 * x ^ 2) (evenSharing ι)
        + c / 2 * ∑ i, (q i - evenSharing ι i) ^ 2 := by
  have hu := mul_one_div_cancel hq.card_pos.ne'
  rw [sum_sq_deviation hq]
  simp only [totalEnergy, evenSharing, sum_add_distrib, ← mul_sum, hq.2, sum_const, card_univ,
    nsmul_eq_mul]
  linear_combination (-b) * hu

/-- If the energy of every fragment lies on the straight line between `E 0` and `E 1`, the total
energy of `M` fragments sharing one electron is `M E(0) + (E(1) - E(0))`. -/
theorem straight_line_energy {E : ℝ → ℝ} {q : ι → ℝ} (hq : IsSharing q)
    (hE : ∀ i, E (q i) = E 0 + q i * (E 1 - E 0)) :
    totalEnergy E q = Fintype.card ι * E 0 + (E 1 - E 0) := by
  simp only [totalEnergy, hE, sum_add_distrib, ← sum_mul, hq.2, sum_const, card_univ,
    nsmul_eq_mul, one_mul]

/-- For a fragment energy strictly concave on `[0,1]`, an electron localised on one fragment has
strictly lower total energy than every sharing that is not localised. -/
theorem local_lt_of_strictConcave [DecidableEq ι] {E : ℝ → ℝ}
    (hE : StrictConcaveOn ℝ (Set.Icc 0 1) E) (k : ι) {q : ι → ℝ} (hq : IsSharing q)
    (hloc : ∀ j, q ≠ localSharing j) :
    totalEnergy E (localSharing k) < totalEnergy E q := by
  -- fractional occupations lie strictly above the chord
  have hchord : ∀ x : ℝ, 0 < x → x < 1 → E 0 + x * (E 1 - E 0) < E x := by
    intro x h0 h1
    have h := hE.2 (Set.left_mem_Icc.2 zero_le_one) (Set.right_mem_Icc.2 zero_le_one)
      zero_ne_one (sub_pos.2 h1) h0 (sub_add_cancel 1 x)
    simp only [smul_eq_mul, mul_zero, mul_one, zero_add] at h
    linarith
  -- a sharing that is not localised has a fractional occupation
  have hfrac : ∃ i, 0 < q i ∧ q i < 1 := by
    by_contra hcon
    have hone : ∀ i, 0 < q i → 1 ≤ q i := fun i hi =>
      le_of_not_gt (fun h => hcon ⟨i, hi, h⟩)
    obtain ⟨j, hj⟩ : ∃ j, 0 < q j := by
      by_contra h
      have hs : ∑ i, q i ≤ 0 :=
        Finset.sum_nonpos (fun i _ => le_of_not_gt (fun hi => h ⟨i, hi⟩))
      linarith [hq.2]
    apply hloc j
    funext i
    by_cases hij : i = j
    · simp only [localSharing, hij, if_true]
      exact le_antisymm (hq.mem_Icc j).2 (hone j hj)
    · simp only [localSharing, hij, if_false]
      have h1 := Finset.add_sum_erase Finset.univ q (Finset.mem_univ j)
      have h2 := Finset.single_le_sum (f := q) (fun l _ => hq.1 l)
        (Finset.mem_erase.2 ⟨hij, Finset.mem_univ i⟩)
      linarith [hq.2, hone j hj, hq.1 i]
  have hk : IsSharing (localSharing k) := by
    refine ⟨fun i => ?_, by simp [localSharing]⟩
    unfold localSharing
    split_ifs <;> norm_num
  rw [straight_line_energy hk (fun i => by unfold localSharing; split_ifs <;> ring_nf)]
  have hline : ∑ i, (E 0 + q i * (E 1 - E 0)) = Fintype.card ι * E 0 + (E 1 - E 0) := by
    simp only [sum_add_distrib, ← sum_mul, hq.2, sum_const, card_univ, nsmul_eq_mul, one_mul]
  rw [← hline]
  obtain ⟨i, hi0, hi1⟩ := hfrac
  refine Finset.sum_lt_sum (fun j _ => ?_) ⟨i, Finset.mem_univ i, hchord _ hi0 hi1⟩
  rcases (hq.1 j).eq_or_lt with h0 | h0
  · rw [← h0]; linarith
  · rcases (hq.mem_Icc j).2.eq_or_lt with h1 | h1
    · rw [h1]; linarith
    · exact (hchord _ h0 h1).le

end

end DelocalisationError
```

```lean
#print axioms DelocalisationError.even_unique_minimiser
#print axioms DelocalisationError.even_stability
#print axioms DelocalisationError.parabola_excess
#print axioms DelocalisationError.local_lt_of_strictConcave
```

```
'DelocalisationError.even_unique_minimiser' depends on axioms: [propext, Classical.choice, Quot.sound]
'DelocalisationError.even_stability' depends on axioms: [propext, Classical.choice, Quot.sound]
'DelocalisationError.parabola_excess' depends on axioms: [propext, Classical.choice, Quot.sound]
'DelocalisationError.local_lt_of_strictConcave' depends on axioms: [propext, Classical.choice, Quot.sound]
```

## From Jensen's inequality to the unique minimum

`IsSharing.mem_Icc` bounds an occupation by the whole sum through `Finset.single_le_sum`. `IsSharing.card_pos` rules out an empty set of fragments, for which the occupations would sum to zero instead of one.

In `even_le`, the call to `hE.map_sum_le` is Jensen's inequality with weights 1/M. The following `simp only` uses the constraint to reduce the weighted mean of the occupations to 1/M, and `mul_le_mul_of_nonneg_left` multiplies the inequality by M.

`even_unique_minimiser` first checks that the even sharing satisfies the constraints. For another sharing, `lt_of_le_of_ne` splits the strict inequality into the weak one, already known, and the exclusion of equality. Here the formal proof departs from the averaging of two occupations used above: it calls Mathlib's equality case of Jensen's inequality, `map_sum_eq_iff`. Equal energies would force each occupation to equal the weighted mean 1/M, which contradicts the assumption that the sharing is not even.

## Quadratic identities and the stability bound

`sum_sq_deviation` writes u for 1/M and keeps only the relation M u = 1. After the square has been expanded and summed, `linear_combination` uses this relation to close the identity. `even_stability` applies `even_le` to the function with the parabola subtracted, inserts the identity, and leaves the rearrangement to `linarith`. In `parabola_excess` the sums are evaluated directly, and M u = 1 makes the linear terms agree.

## The chord argument in the concave case

`straight_line_energy` substitutes the line into each term and sums. The proof of `local_lt_of_strictConcave` then has three parts:

- `hchord` applies strict concavity to the endpoints 0 and 1 and gives the strict inequality for fractional occupations.
- `hfrac` finds a fractional occupation by contradiction. Without one, some fragment `j` is fully occupied, and splitting off its term with `Finset.add_sum_erase` shows that every other occupation is zero. The sharing would then be `localSharing j`, which `hloc` forbids.
- The energy of `localSharing k` is rewritten by `straight_line_energy`, and `hline` expresses the same value as a sum of chord energies at the occupations of `q`. `Finset.sum_lt_sum` compares the two sums term by term: every term is at least its chord value, and the fractional one is strictly larger.
